# Racah's formula for the 6j symbol is invariant under separate permutations of its triad sums and quad sums

Racah's formula gives the 6j symbol, which describes the recoupling of angular momenta, as a square-root prefactor times an alternating sum. Here it is a function of four triad sums `T` and three quad sums `Q`, which may be any rational numbers, and it is set to zero unless every difference `Q j - T i` is a natural number. `closedForm_perm` states that its value is unchanged when the four entries of `T` and the three entries of `Q` are permuted independently. The proof shows that the condition on the differences, the products in the prefactor and the alternating sum are each unchanged, and then treats separately the cases where the condition holds and where it fails.

The first attempt, which Lean rejects:

```lean
import Mathlib

open Finset Equiv

namespace RacahSixJ

noncomputable section

/-- The array {a b c; d e f} of six angular momenta. -/
@[ext] structure Spins where
  (a b c d e f : ℚ)

/-- The rational number `y` is a natural number. -/
def IsNat (y : ℚ) : Prop := ∃ n : ℕ, y = n

/-- The factorial of a rational number that is a natural number. -/
def fac (y : ℚ) : ℝ := (Nat.factorial ⌊y⌋₊ : ℝ)

/-- Racah's alternating sum over the integers `t` between the largest triad sum and the
smallest quad sum. -/
def racahSum (T : Fin 4 → ℚ) (Q : Fin 3 → ℚ) : ℝ :=
  ∑ t ∈ Icc (univ.sup fun i => ⌈T i⌉₊) (univ.inf' ⟨0, mem_univ 0⟩ fun j => ⌊Q j⌋₊),
    (-1) ^ t * (Nat.factorial (t + 1) : ℝ) /
      ((∏ i, fac ((t : ℚ) - T i)) * ∏ j, fac (Q j - (t : ℚ)))

open Classical in
/-- Racah's formula written in terms of four triad sums and three quad sums, set to zero unless
all differences of a quad sum and a triad sum are natural numbers. -/
def closedForm (T : Fin 4 → ℚ) (Q : Fin 3 → ℚ) : ℝ :=
  if ∀ i j, IsNat (Q j - T i) then
    √((∏ i, ∏ j, fac (Q j - T i)) / ∏ i, fac (T i + 1)) * racahSum T Q
  else 0

/-- Racah's formula is unchanged when the triad sums and the quad sums are permuted
separately. -/
theorem closedForm_perm (σ : Perm (Fin 4)) (τ : Perm (Fin 3)) (T : Fin 4 → ℚ) (Q : Fin 3 → ℚ) :
    closedForm (T ∘ σ) (Q ∘ τ) = closedForm T Q := by
  have hc : (∀ i j, IsNat ((Q ∘ τ) j - (T ∘ σ) i)) ↔ ∀ i j, IsNat (Q j - T i) :=
    ⟨fun h i j => by simpa using h (σ.symm i) (τ.symm j), fun h i j => h _ _⟩
  have hp : ∏ i, ∏ j, fac ((Q ∘ τ) j - (T ∘ σ) i) = ∏ i, ∏ j, fac (Q j - T i) :=
    (prod_congr rfl fun i _ => Equiv.prod_comp τ (fun j => fac (Q j - T (σ i)))).trans
      (Equiv.prod_comp σ fun i => ∏ j, fac (Q j - T i))
  have hd : ∏ i, fac ((T ∘ σ) i + 1) = ∏ i, fac (T i + 1) :=
    Equiv.prod_comp σ fun i => fac (T i + 1)
  -- the summation range and every summand are symmetric
  have hs : racahSum (T ∘ σ) (Q ∘ τ) = racahSum T Q := by
    unfold racahSum
    refine sum_congr ?_ fun t _ => ?_
    · ext t
      simp only [mem_Icc, Finset.sup_le_iff, Finset.le_inf'_iff, mem_univ, forall_const,
        Function.comp_apply]
      exact and_congr ⟨fun h i => by simpa using h (σ.symm i), fun h i => h _⟩
        ⟨fun h j => by simpa using h (τ.symm j), fun h j => h _⟩
    · have h1 : ∏ i, fac ((t : ℚ) - (T ∘ σ) i) = ∏ i, fac ((t : ℚ) - T i) :=
        Equiv.prod_comp σ fun i => fac ((t : ℚ) - T i)
      have h2 : ∏ j, fac ((Q ∘ τ) j - (t : ℚ)) = ∏ j, fac (Q j - (t : ℚ)) :=
        Equiv.prod_comp τ fun j => fac (Q j - (t : ℚ))
      rw [h1, h2]
  unfold closedForm
  by_cases h : ∀ i j, IsNat (Q j - T i)
  · rw [if_pos (hc.2 h), if_pos h, hp, hd, hs]
  · rw [if_neg (fun h' => h (hc.1 h')), if_neg h]

end

end RacahSixJ
```

The error:

```
Main.lean:53:9: error: Application type mismatch: The argument
  fun h j => ?m.255
has type
  (h : t ≤ univ.inf' racahSum._proof_1 fun j => ⌊Q (τ j)⌋₊) → (j : ?m.256 h) → ?m.257 h j
but is expected to have type
  (t ≤ univ.inf' racahSum._proof_1 fun j => ⌊Q (τ j)⌋₊) → t ≤ univ.inf' racahSum._proof_1 fun j => ⌊Q j⌋₊
in the application
  Iff.intro fun h j => ?m.255
Main.lean:53:60: error: Function expected at
  h
but this term has type
  t ≤ univ.inf' racahSum._proof_1 fun j => ⌊Q j⌋₊

Note: Expected a function because this term is being applied to the argument
  _
Main.lean:53:35: error: Function expected at
  h
but this term has type
  t ≤ univ.inf' racahSum._proof_1 fun j => ⌊Q (τ j)⌋₊

Note: Expected a function because this term is being applied to the argument
  (τ.symm j)
Main.lean:50:45: warning: This simp argument is unused:
  Finset.le_inf'_iff

Hint: Omit it from the simp argument list.
  [apply] simp only [mem_Icc, Finset.sup_le_iff, mem_univ, forall_const, Function.comp_apply]

Note: This linter can be disabled with `set_option linter.unusedSimpArgs false`
```

Cause. The failure lies in showing that the upper end of the summation range, the smallest of the floors `⌊Q j⌋₊`, is unchanged by `τ`. The proof expects `simp only` to turn "`t` is at most the minimum" into "`t` is at most every floor" by `Finset.le_inf'_iff`. The warning says that this lemma was never used, though not why it did not apply. Both sides therefore remain single inequalities about `univ.inf'`. Such an inequality is not a function of an index, so `fun h j => …` has one argument too many, and `h (τ.symm j)` and `h _` bring the errors "Function expected".

The repair works with the minima directly. In each direction `Finset.le_inf'` reduces the goal to a bound for each `j`, and `Finset.inf'_le` with transitivity supplies that bound from `h`. The index used is `τ.symm j` in one direction, where `Equiv.apply_symm_apply` simplifies `τ (τ.symm j)` to `j`, and `τ j` in the other. Dropping the unused lemma from `simp only` is mere tidying.

The repair, with which the file compiles:

```diff
@@ -48,8 +48,12 @@
     refine sum_congr ?_ fun t _ => ?_
     · ext t
-      simp only [mem_Icc, Finset.sup_le_iff, Finset.le_inf'_iff, mem_univ, forall_const,
-        Function.comp_apply]
+      simp only [mem_Icc, Finset.sup_le_iff, mem_univ, forall_const, Function.comp_apply]
       exact and_congr ⟨fun h i => by simpa using h (σ.symm i), fun h i => h _⟩
-        ⟨fun h j => by simpa using h (τ.symm j), fun h j => h _⟩
+        ⟨fun h => Finset.le_inf' _ _ fun j _ => by
+            have h' := h.trans
+              (Finset.inf'_le (fun j => ⌊Q (τ j)⌋₊) (mem_univ (τ.symm j)))
+            simpa only [Equiv.apply_symm_apply] using h',
+          fun h => Finset.le_inf' _ _ fun j _ =>
+            h.trans (Finset.inf'_le (fun j => ⌊Q j⌋₊) (mem_univ (τ j)))⟩
     · have h1 : ∏ i, fac ((t : ℚ) - (T ∘ σ) i) = ∏ i, fac ((t : ℚ) - T i) :=
         Equiv.prod_comp σ fun i => fac ((t : ℚ) - T i)
```
